# Slater–Koster p-d and d-d hoppings from an orthogonal change of frame

Let a bond have direction cosines $(l,m,n)$, taken from the atom of the first orbital to that of the second, and let $V_\sigma, V_\pi, V_\delta$ be the hopping parameters of its $\sigma$, $\pi$ and $\delta$ channels, with separate values for p-d and d-d pairs. Rotating the bond-frame hopping into the lab frame by any orthogonal matrix $R$ whose third column is $(l,m,n)$ gives, for the orbitals $p_x$ and $d_{xy}$,
$$E(x,xy) = \sqrt3\, l^2 m\, V_\sigma + m(1-2l^2)\, V_\pi,$$
$$E(xy,xy) = 3l^2m^2\, V_\sigma + (l^2+m^2-4l^2m^2)\, V_\pi + (n^2+l^2m^2)\, V_\delta .$$
Replacing $R$ by $-R$ reverses the sign of the p-d hopping and leaves the p-p and d-d hoppings unchanged.

## Physical setting

Components carry the indices $0,1,2$ for $x,y,z$. A p orbital is a vector $p\in\mathbb R^3$, standing for the angular function $p\cdot\hat r$ of the unit vector $\hat r$. A d orbital is a real symmetric traceless $3\times3$ matrix $D$, standing for $\hat r\cdot D\hat r$; both functions are meant up to a fixed normalisation factor. The overlap of two d orbitals, taken between their angular functions about a common centre, is the Frobenius product $\langle A,B\rangle=\sum_{ij}A_{ij}B_{ij}$. The standard orbitals $d_{xy}, d_{yz}, d_{xz}$ have two off-diagonal entries $\sqrt2/2$, while $d_{x^2-y^2}=\tfrac{\sqrt2}{2}\operatorname{diag}(1,-1,0)$ and $d_{z^2}=\tfrac{\sqrt6}{6}\operatorname{diag}(-1,-1,2)$.

In the bond frame the bond lies along $z$ and the hopping is diagonal in the channels. For bond-frame orbitals $q, q'$ (vectors) and $B, B'$ (matrices), the p-p hopping is $V_\sigma q_2q'_2+V_\pi(q_0q'_0+q_1q'_1)$ and the p-d hopping is
$$V_\sigma\, q_2\langle d_{z^2},B\rangle+V_\pi\big(q_0\langle d_{xz},B\rangle+q_1\langle d_{yz},B\rangle\big).$$
The d-d hopping multiplies the overlaps of $B$ and $B'$ with the same basis orbital, with weight $V_\sigma$ for $d_{z^2}$, $V_\pi$ for $d_{xz},d_{yz}$ and $V_\delta$ for $d_{xy},d_{x^2-y^2}$. The columns of $R$ are the bond-frame axes written in lab coordinates, its third column $u$ is the bond direction, pointing from the atom of the first orbital to that of the second (from the p atom to the d atom in the p-d hopping), and a lab orbital is carried over by $q=R^Tp$ and $B=R^TDR$.

These are Hamiltonian matrix elements of a tight-binding model in the two-centre approximation, for one bond, real orbitals and no spin-orbit coupling. A code of that kind obtains $u$ by normalising the vector from the first atom to the second and then either evaluates polynomials in $l,m,n$ or builds some $R$ and rotates. Quantities it can check along the way are independence of the two transverse axes of $R$, the sign pattern under bond reversal, and the identity $E_{dd}=V\langle D,D'\rangle$ when all three parameters equal $V$, which follows by adding the three coefficients below.

## Statement

Let $RR^T=1$, let $p$ be any vector and $D,D'$ any symmetric traceless matrices, and put $c=u\cdot Du$, $c'=u\cdot D'u$, $W=Du\cdot D'u$. The lab-frame hoppings are
$$E_{pd}=V_\sigma\tfrac{\sqrt6}{2}(u\cdot p)\,c+V_\pi\sqrt2\,\big(p\cdot Du-(u\cdot p)\,c\big),$$
$$E_{dd}=V_\sigma\tfrac32\,cc'+V_\pi\,2(W-cc')+V_\delta\big(\langle D,D'\rangle-2W+\tfrac12cc'\big).$$
These are `Epd_eq` and `Edd_eq`. Their right-hand sides contain $R$ only through $u$. The theorem `slaterKoster_xy` is the case $u=(l,m,n)$, $p=p_x$, $D=D'=d_{xy}$, and `inversion` is the statement about $-R$, valid for an arbitrary real matrix $R$ and arbitrary matrices $D,D'$.

## Derivation

Overlaps. For symmetric traceless $B$, tracelessness gives $\langle d_{z^2},B\rangle=\tfrac{\sqrt6}{6}(2B_{22}-B_{00}-B_{11})=\tfrac{\sqrt6}{2}B_{22}$. Symmetry gives $\langle d_{xz},B\rangle=\sqrt2B_{02}$, $\langle d_{yz},B\rangle=\sqrt2B_{12}$ and $\langle d_{xy},B\rangle=\sqrt2B_{01}$. Finally $\langle d_{x^2-y^2},B\rangle=\tfrac{\sqrt2}{2}(B_{00}-B_{11})$.

Completeness. The five products of overlaps of $B$ and $B'$ add up to
$$\tfrac32B_{22}B'_{22}+2(B_{02}B'_{02}+B_{12}B'_{12}+B_{01}B'_{01})+\tfrac12(B_{00}-B_{11})(B'_{00}-B'_{11}).$$
Since $B_{00}+B_{11}=-B_{22}$ and likewise for $B'$,
$$B_{00}B'_{00}+B_{11}B'_{11}=\tfrac12B_{22}B'_{22}+\tfrac12(B_{00}-B_{11})(B'_{00}-B'_{11}),$$
so the sum equals $\langle B,B'\rangle$.

Change of frame. For vectors $a,b$ one has $R^Ta\cdot R^Tb=a\cdot RR^Tb=a\cdot b$ and $(R^Ta)_2=\sum_iR_{i2}a_i=u\cdot a$. The matrix $B=R^TDR$ is symmetric, and $\operatorname{tr}B=\operatorname{tr}(RR^TD)=0$. With $B'=R^TD'R$, writing the overlap as a trace gives $\langle B,B'\rangle=\operatorname{tr}(R^TD^TRR^TD'R)=\langle D,D'\rangle$. The third column of $B$ is $B_{i2}=(R^TDu)_i$, and in particular $B_{22}=u\cdot Du=c$.

Closed forms. Write $w=R^TDu$ and $w'=R^TD'u$, so that $w_2=c$, $w'_2=c'$ and $q_2=u\cdot p$. The p-d hopping is $V_\sigma\tfrac{\sqrt6}{2}q_2w_2+V_\pi\sqrt2(q_0w_0+q_1w_1)$, and $q_0w_0+q_1w_1=q\cdot w-q_2w_2=p\cdot Du-(u\cdot p)c$. For d-d, the $\sigma$ coefficient is $\tfrac64cc'$ and the $\pi$ coefficient is $2(w_0w'_0+w_1w'_1)=2(W-cc')$. By completeness the $\delta$ coefficient is the remainder, $\langle D,D'\rangle-\tfrac32cc'-2(W-cc')$, which is the stated bracket.

The two entries. For $D=d_{xy}$ one finds $Du=\tfrac{\sqrt2}{2}(m,l,0)$, so $c=\sqrt2\,lm$ and $W=\tfrac12(l^2+m^2)$, while $u\cdot p_x=l$ and $p_x\cdot Du=\tfrac{\sqrt2}{2}m$. The p-d coefficients become $\tfrac{\sqrt6}{2}\sqrt2\,l^2m=\sqrt3\,l^2m$ and $m-2l^2m$. The d-d coefficients become $3l^2m^2$, then $l^2+m^2-4l^2m^2$, and $1-l^2-m^2+l^2m^2$. A square matrix with $RR^T=1$ also has $R^TR=1$, whose $(2,2)$ entry is $l^2+m^2+n^2=1$, and the last coefficient is $n^2+l^2m^2$.

Parity. Under $R\mapsto-R$, which sends $u$ to $-u$, the vector $q$ changes sign and $B$ does not. The p-p hopping contains two factors of $q$, the p-d hopping one and the d-d hopping none.

A numerical instance. Take $R$ with rows $\tfrac13(1,2,2)$, $\tfrac13(-2,-1,2)$, $\tfrac13(2,-2,1)$, so $u=(\tfrac23,\tfrac23,\tfrac13)$. Then $q=R^Tp_x=(\tfrac13,\tfrac23,\tfrac23)$, and $B_{ij}=\tfrac{\sqrt2}{2}(R_{0i}R_{1j}+R_{1i}R_{0j})$ has overlaps $\tfrac{4\sqrt3}{9},-\tfrac29,\tfrac29,-\tfrac59,0$ with $d_{z^2},d_{xz},d_{yz},d_{xy},d_{x^2-y^2}$. Direct evaluation gives $E(x,xy)=\tfrac{8\sqrt3}{27}V_\sigma+\tfrac2{27}V_\pi$ and $E(xy,xy)=\tfrac{48}{81}V_\sigma+\tfrac{8}{81}V_\pi+\tfrac{25}{81}V_\delta$, in agreement with the polynomials, and the three d-d weights sum to one.

## What the formal version assumes

Vectors are `V3` and matrices `M3`, both real. The predicate `IsD D` says symmetric and traceless, `frob` is the Frobenius product, `axis R` is $u$, and `toBondP` and `toBondD` are $R^Tp$ and $R^TDR$. The hypothesis `R * Rᵀ = 1` admits reflections as well as rotations. The closed forms do not require $p$, $D$ or $D'$ to be normalised; the named orbitals `px` and `dxy` are unit vectors in their respective products.

The diagonal $\sigma,\pi,\delta$ form of `ppBond`, `pdBond` and `ddBond` is a definition, not a consequence derived from the axial symmetry of a Hamiltonian, and these definitions fix the signs: $p_z$ couples to $d_{z^2}$ with $+V_\sigma$ when $u$ is along $+z$. The link between matrices and angular functions is likewise part of the model. The parameters `Vs`, `Vp`, `Vd` are free real numbers with no dependence on bond length. They share names across blocks in `slaterKoster_xy` and `inversion`, but being universally quantified they can be set to different values for p-d and d-d by using the theorem once per block.

Of the Slater–Koster table, two entries are written out as polynomials, and the other p-d and d-d entries are covered in the coordinate-free form of `Epd_eq` and `Edd_eq`. There are no s orbitals and no d-p block, and the p-p block appears only in the parity statement. An orthogonal frame is exhibited for one oblique direction, not constructed for every unit vector.

Orthogonality constrains more than the third column. For $R=\operatorname{diag}(2,1,1)$ the third column is the unit vector $(0,0,1)$ and the polynomial predicts $E(xy,xy)=V_\delta$, but $R^Td_{xy}R=2d_{xy}$ and the definition gives $4V_\delta$. Tracelessness matters too: with $R$ and $D$ both the identity and $p=(0,0,1)$, the overlap $\langle d_{z^2},D\rangle$ vanishes and the hopping is $0$, whereas the closed form would give $\tfrac{\sqrt6}{2}V_\sigma$. Lean did not check these counter-examples or the values in the numerical instance.

## The file

```lean
import Mathlib

open Matrix

namespace TwoCentreHopping

noncomputable section

local notation "V3" => Fin 3 → ℝ

local notation "M3" => Matrix (Fin 3) (Fin 3) ℝ

/-- A d orbital is a real symmetric traceless matrix. -/
def IsD (D : M3) : Prop := D.IsSymm ∧ D.trace = 0

/-- Overlap of two d orbitals: the Frobenius product. -/
def frob (A B : M3) : ℝ := ∑ i, ∑ j, A i j * B i j

/-- The orbital p_x. -/
def px : V3 := ![1, 0, 0]

/-- The orbital d_xy. -/
def dxy : M3 := (√2 / 2) • !![0, 1, 0; 1, 0, 0; 0, 0, 0]

/-- The orbital d_yz. -/
def dyz : M3 := (√2 / 2) • !![0, 0, 0; 0, 0, 1; 0, 1, 0]

/-- The orbital d_xz. -/
def dxz : M3 := (√2 / 2) • !![0, 0, 1; 0, 0, 0; 1, 0, 0]

/-- The orbital d_{x²-y²}. -/
def dx2y2 : M3 := (√2 / 2) • !![1, 0, 0; 0, -1, 0; 0, 0, 0]

/-- The orbital d_{3z²-r²}. -/
def dz2 : M3 := (√6 / 6) • !![-1, 0, 0; 0, -1, 0; 0, 0, 2]

/-- The list of the five standard d orbitals. -/
def dBasis : Fin 5 → M3 := ![dxy, dyz, dxz, dx2y2, dz2]

/-- p-p hopping for a bond along z, with σ and π channels. -/
def ppBond (Vs Vp : ℝ) (q q' : V3) : ℝ :=
  Vs * (q 2 * q' 2) + Vp * (q 0 * q' 0 + q 1 * q' 1)

/-- p-d hopping for a bond along z, with σ and π channels. -/
def pdBond (Vs Vp : ℝ) (q : V3) (B : M3) : ℝ :=
  Vs * (q 2 * frob dz2 B) + Vp * (q 0 * frob dxz B + q 1 * frob dyz B)

/-- d-d hopping for a bond along z, with σ, π and δ channels. -/
def ddBond (Vs Vp Vd : ℝ) (B B' : M3) : ℝ :=
  Vs * (frob dz2 B * frob dz2 B')
    + Vp * (frob dxz B * frob dxz B' + frob dyz B * frob dyz B')
    + Vd * (frob dxy B * frob dxy B' + frob dx2y2 B * frob dx2y2 B')

/-- The bond direction in the lab frame: the third column of `R`. -/
def axis (R : M3) : V3 := fun i => R i 2

/-- Bond-frame components of a lab-frame p orbital. -/
def toBondP (R : M3) (p : V3) : V3 := Rᵀ *ᵥ p

/-- Bond-frame components of a lab-frame d orbital. -/
def toBondD (R D : M3) : M3 := Rᵀ * D * R

/-- Lab-frame p-p hopping. -/
def Epp (R : M3) (Vs Vp : ℝ) (p p' : V3) : ℝ := ppBond Vs Vp (toBondP R p) (toBondP R p')

/-- Lab-frame p-d hopping. -/
def Epd (R : M3) (Vs Vp : ℝ) (p : V3) (D : M3) : ℝ := pdBond Vs Vp (toBondP R p) (toBondD R D)

/-- Lab-frame d-d hopping. -/
def Edd (R : M3) (Vs Vp Vd : ℝ) (D D' : M3) : ℝ := ddBond Vs Vp Vd (toBondD R D) (toBondD R D')

/-- The five standard d orbitals are symmetric, traceless and orthonormal. -/
theorem dBasis_orthonormal :
    (∀ i, IsD (dBasis i)) ∧ ∀ i j, frob (dBasis i) (dBasis j) = if i = j then 1 else 0 := by
  have h2 : √2 * √2 = 2 := Real.mul_self_sqrt (by norm_num)
  have h6 : √6 * √6 = 6 := Real.mul_self_sqrt (by norm_num)
  refine ⟨fun i => ⟨Matrix.IsSymm.ext fun a b => ?_, ?_⟩, fun i j => ?_⟩
  · fin_cases i <;> fin_cases a <;> fin_cases b <;> simp [dBasis, dxy, dyz, dxz, dx2y2, dz2]
  · fin_cases i <;> simp [dBasis, dxy, dyz, dxz, dx2y2, dz2, trace_fin_three]
    all_goals ring
  · fin_cases i <;> fin_cases j <;>
      simp [dBasis, dxy, dyz, dxz, dx2y2, dz2, frob, Fin.sum_univ_three]
    all_goals linarith

/-- Overlaps of a d orbital with the five standard ones, in terms of its matrix entries. -/
theorem overlaps {B : M3} (hB : IsD B) :
    frob dz2 B = √6 / 2 * B 2 2 ∧ frob dxz B = √2 * B 0 2 ∧ frob dyz B = √2 * B 1 2 ∧
      frob dxy B = √2 * B 0 1 ∧ frob dx2y2 B = √2 / 2 * (B 0 0 - B 1 1) := by
  have t : B 0 0 + B 1 1 + B 2 2 = 0 := by rw [← trace_fin_three]; exact hB.2
  refine ⟨?_, ?_, ?_, ?_, ?_⟩ <;> simp [frob, Fin.sum_univ_three, dxy, dyz, dxz, dx2y2, dz2]
  · linear_combination (-√6 / 6) * t
  · linear_combination (√2 / 2) * hB.1.apply 0 2
  · linear_combination (√2 / 2) * hB.1.apply 1 2
  · linear_combination (√2 / 2) * hB.1.apply 0 1
  · ring

/-- The overlap of two d orbitals is the sum of the products of their overlaps with the five
standard ones. -/
theorem completeness {B B' : M3} (hB : IsD B) (hB' : IsD B') :
    frob B B' = frob dz2 B * frob dz2 B' + (frob dxz B * frob dxz B' + frob dyz B * frob dyz B')
      + (frob dxy B * frob dxy B' + frob dx2y2 B * frob dx2y2 B') := by
  have h2 : √2 * √2 = 2 := Real.mul_self_sqrt (by norm_num)
  have h6 : √6 * √6 = 6 := Real.mul_self_sqrt (by norm_num)
  have t : B 0 0 + B 1 1 + B 2 2 = 0 := by rw [← trace_fin_three]; exact hB.2
  have t' : B' 0 0 + B' 1 1 + B' 2 2 = 0 := by rw [← trace_fin_three]; exact hB'.2
  obtain ⟨a1, a2, a3, a4, a5⟩ := overlaps hB
  obtain ⟨b1, b2, b3, b4, b5⟩ := overlaps hB'
  rw [a1, a2, a3, a4, a5, b1, b2, b3, b4, b5]
  simp only [frob, Fin.sum_univ_three]
  rw [hB.1.apply 0 1, hB.1.apply 0 2, hB.1.apply 1 2,
    hB'.1.apply 0 1, hB'.1.apply 0 2, hB'.1.apply 1 2]
  linear_combination (-(B 2 2 * B' 2 2) / 4) * h6
    - (B 0 2 * B' 0 2 + B 1 2 * B' 1 2 + B 0 1 * B' 0 1
      + (B 0 0 - B 1 1) * (B' 0 0 - B' 1 1) / 4) * h2
    + ((B' 0 0 + B' 1 1) / 2) * t - (B 2 2 / 2) * t'

/-- An orthogonal change of frame preserves dot products, and the bond-frame z component of a
vector is its dot product with the bond direction. -/
theorem toBondP_spec {R : M3} (hR : R * Rᵀ = 1) :
    (∀ a b : V3, ∑ i, toBondP R a i * toBondP R b i = a ⬝ᵥ b) ∧
      ∀ a : V3, toBondP R a 2 = axis R ⬝ᵥ a := by
  refine ⟨fun a b => ?_, fun a => ?_⟩
  · change (Rᵀ *ᵥ a) ⬝ᵥ (Rᵀ *ᵥ b) = a ⬝ᵥ b
    rw [dotProduct_mulVec, vecMul_transpose, mulVec_mulVec, hR, one_mulVec]
  · simp [toBondP, axis, mulVec, dotProduct]

/-- An orthogonal change of frame keeps d orbitals d orbitals and preserves their overlaps;
the third column of the bond-frame matrix is the bond-frame form of `D u`. -/
theorem toBondD_spec {R : M3} (hR : R * Rᵀ = 1) (D D' : M3) :
    (IsD D → IsD (toBondD R D)) ∧ frob (toBondD R D) (toBondD R D') = frob D D' ∧
      ∀ i, toBondD R D i 2 = toBondP R (D *ᵥ axis R) i := by
  have tr : ∀ A : M3, (Rᵀ * A * R).trace = A.trace := fun A => by
    rw [trace_mul_cycle, hR, Matrix.one_mul]
  have e : ∀ A B : M3, frob A B = (Aᵀ * B).trace := fun A B => by
    simp only [frob, trace_fin_three, mul_apply, transpose_apply, Fin.sum_univ_three]
    ring
  refine ⟨fun hD => ⟨?_, (tr D).trans hD.2⟩, ?_, fun i => ?_⟩
  · have hs : Dᵀ = D := hD.1
    change (Rᵀ * D * R)ᵀ = Rᵀ * D * R
    simp only [transpose_mul, transpose_transpose, hs, Matrix.mul_assoc]
  · have h : (toBondD R D)ᵀ * toBondD R D' = Rᵀ * (Dᵀ * (R * Rᵀ) * D') * R := by
      simp only [toBondD, transpose_mul, transpose_transpose, Matrix.mul_assoc]
    rw [e, e, h, tr, hR, Matrix.mul_one]
  · simp only [toBondD, toBondP, axis, mul_apply, mulVec, dotProduct, transpose_apply,
      Fin.sum_univ_three]
    ring

/-- Closed form of the p-d hopping for any p orbital and any d orbital, in terms of the bond
direction `u` alone. -/
theorem Epd_eq {R : M3} (hR : R * Rᵀ = 1) {u : V3} (hu : axis R = u) (Vs Vp : ℝ) (p : V3)
    {D : M3} (hD : IsD D) :
    Epd R Vs Vp p D = Vs * (√6 / 2 * (u ⬝ᵥ p) * (u ⬝ᵥ D *ᵥ u))
      + Vp * (√2 * (p ⬝ᵥ D *ᵥ u - (u ⬝ᵥ p) * (u ⬝ᵥ D *ᵥ u))) := by
  obtain ⟨dot, ax⟩ := toBondP_spec hR
  obtain ⟨hB, -, col⟩ := toBondD_spec hR D D
  obtain ⟨a1, a2, a3, -, -⟩ := overlaps (hB hD)
  have hdot := dot p (D *ᵥ u)
  rw [Fin.sum_univ_three] at hdot
  unfold Epd pdBond
  rw [a1, a2, a3]
  simp only [col, ax, hu] at hdot ⊢
  -- the π channel is the full dot product minus its part along the bond
  linear_combination (Vp * √2) * hdot

/-- Closed form of the d-d hopping for any two d orbitals, in terms of the bond direction `u`
alone. -/
theorem Edd_eq {R : M3} (hR : R * Rᵀ = 1) {u : V3} (hu : axis R = u) (Vs Vp Vd : ℝ)
    {D D' : M3} (hD : IsD D) (hD' : IsD D') :
    Edd R Vs Vp Vd D D' = Vs * (3 / 2 * ((u ⬝ᵥ D *ᵥ u) * (u ⬝ᵥ D' *ᵥ u)))
      + Vp * (2 * ((D *ᵥ u) ⬝ᵥ (D' *ᵥ u) - (u ⬝ᵥ D *ᵥ u) * (u ⬝ᵥ D' *ᵥ u)))
      + Vd * (frob D D' - 2 * ((D *ᵥ u) ⬝ᵥ (D' *ᵥ u))
        + (u ⬝ᵥ D *ᵥ u) * (u ⬝ᵥ D' *ᵥ u) / 2) := by
  have h2 : √2 * √2 = 2 := Real.mul_self_sqrt (by norm_num)
  have h6 : √6 * √6 = 6 := Real.mul_self_sqrt (by norm_num)
  obtain ⟨dot, ax⟩ := toBondP_spec hR
  obtain ⟨hB, hf, col⟩ := toBondD_spec hR D D'
  obtain ⟨hB', -, col'⟩ := toBondD_spec hR D' D'
  obtain ⟨a1, a2, a3, -, -⟩ := overlaps (hB hD)
  obtain ⟨b1, b2, b3, -, -⟩ := overlaps (hB' hD')
  -- the δ channel is what σ and π leave of the full overlap
  have hc := completeness (hB hD) (hB' hD')
  have hdot := dot (D *ᵥ u) (D' *ᵥ u)
  rw [Fin.sum_univ_three] at hdot
  rw [hf] at hc
  unfold Edd ddBond
  rw [a1, a2, a3, b1, b2, b3] at hc ⊢
  simp only [col, col', ax, hu] at hdot hc ⊢
  linear_combination (-Vd) * hc + (√2 * √2 * (Vp - Vd)) * hdot
    + ((Vs - Vd) * ((u ⬝ᵥ D *ᵥ u) * (u ⬝ᵥ D' *ᵥ u)) / 4) * h6
    + ((Vp - Vd) * ((D *ᵥ u) ⬝ᵥ (D' *ᵥ u) - (u ⬝ᵥ D *ᵥ u) * (u ⬝ᵥ D' *ᵥ u))) * h2

/-- The Slater-Koster entries E(x,xy) and E(xy,xy) for any orthogonal frame whose third column
is the bond direction (l, m, n). -/
theorem slaterKoster_xy {R : M3} (hR : R * Rᵀ = 1) {l m n : ℝ} (hu : axis R = ![l, m, n])
    (Vs Vp Vd : ℝ) :
    Epd R Vs Vp px dxy = √3 * l ^ 2 * m * Vs + m * (1 - 2 * l ^ 2) * Vp ∧
      Edd R Vs Vp Vd dxy dxy = 3 * l ^ 2 * m ^ 2 * Vs
        + (l ^ 2 + m ^ 2 - 4 * l ^ 2 * m ^ 2) * Vp + (n ^ 2 + l ^ 2 * m ^ 2) * Vd := by
  have h2 : √2 * √2 = 2 := Real.mul_self_sqrt (by norm_num)
  have h6 : √6 = √2 * √3 := by
    rw [← Real.sqrt_mul (by norm_num : (0 : ℝ) ≤ 2)]; norm_num
  have d3 : ∀ a b : V3, a ⬝ᵥ b = a 0 * b 0 + a 1 * b 1 + a 2 * b 2 := fun a b => by
    simp only [dotProduct, Fin.sum_univ_three]
  have hD : IsD dxy := dBasis_orthonormal.1 0
  have h1 : frob dxy dxy = 1 := by simpa [dBasis] using dBasis_orthonormal.2 0 0
  -- a column of an orthogonal matrix is a unit vector
  have hn : axis R ⬝ᵥ axis R = (Rᵀ * R) 2 2 := by simp [axis, dotProduct, mul_apply]
  rw [mul_eq_one_comm.mp hR, hu, one_apply_eq] at hn
  have hw : dxy *ᵥ ![l, m, n] = ![√2 / 2 * m, √2 / 2 * l, 0] := by
    ext i
    fin_cases i <;> simp [dxy, mulVec, dotProduct, Fin.sum_univ_three]
  rw [Epd_eq hR hu Vs Vp px hD, Edd_eq hR hu Vs Vp Vd hD hD, hw, h1]
  simp only [d3, px, cons_val_zero, cons_val_one, cons_val] at hn ⊢
  constructor
  · linear_combination (Vs * √2 * l ^ 2 * m / 2) * h6
      + (Vs * l ^ 2 * m * √3 / 2 + Vp * (m / 2 - l ^ 2 * m)) * h2
  · linear_combination (Vs * (3 / 2 * l ^ 2 * m ^ 2)
      + Vp * ((l ^ 2 + m ^ 2) / 2 - 2 * l ^ 2 * m ^ 2)
      + Vd * (l ^ 2 * m ^ 2 / 2 - (l ^ 2 + m ^ 2) / 2)) * h2 - Vd * hn

/-- Replacing `R` by `-R` reverses the sign of the p-d hopping and leaves the p-p and d-d
hoppings unchanged. -/
theorem inversion (R : M3) (Vs Vp Vd : ℝ) (p p' : V3) (D D' : M3) :
    Epp (-R) Vs Vp p p' = Epp R Vs Vp p p' ∧ Epd (-R) Vs Vp p D = -Epd R Vs Vp p D ∧
      Edd (-R) Vs Vp Vd D D' = Edd R Vs Vp Vd D D' := by
  have hp : ∀ a, toBondP (-R) a = -toBondP R a := fun a => by
    rw [toBondP, toBondP, transpose_neg, neg_mulVec]
  have hd : ∀ A, toBondD (-R) A = toBondD R A := fun A => by simp [toBondD]
  refine ⟨?_, ?_, ?_⟩
  · simp only [Epp, ppBond, hp, Pi.neg_apply]; ring
  · simp only [Epd, pdBond, hp, hd, Pi.neg_apply]; ring
  · simp only [Edd, hd]

/-- A frame for the oblique bond direction (2/3, 2/3, 1/3). -/
def obliqueFrame : M3 := !![1/3, 2/3, 2/3; -2/3, -1/3, 2/3; 2/3, -2/3, 1/3]

/-- The oblique frame is orthogonal and has third column (2/3, 2/3, 1/3). -/
theorem frame_witness :
    obliqueFrame * obliqueFrameᵀ = 1 ∧ axis obliqueFrame = ![2/3, 2/3, 1/3] := by
  constructor
  · ext i j
    fin_cases i <;> fin_cases j <;> simp [obliqueFrame, mul_apply, Fin.sum_univ_three]
    all_goals norm_num
  · ext i
    fin_cases i <;> simp [obliqueFrame, axis]

end

end TwoCentreHopping
```

```lean
#print axioms TwoCentreHopping.slaterKoster_xy
#print axioms TwoCentreHopping.inversion
```

```
'TwoCentreHopping.slaterKoster_xy' depends on axioms: [propext, Classical.choice, Quot.sound]
'TwoCentreHopping.inversion' depends on axioms: [propext, Classical.choice, Quot.sound]
```

## Notes on the proof

`dBasis_orthonormal` checks symmetry, tracelessness and all pairwise overlaps of the five orbitals entry by entry, using $\sqrt2\sqrt2=2$ and $\sqrt6\sqrt6=6$. It supplies `IsD dxy` and `frob dxy dxy = 1` to the final specialisation.

In `overlaps`, each `linear_combination` names the property used by hand: the trace relation `t` for $d_{z^2}$, and one symmetry relation such as `hB.1.apply 0 2` for each off-diagonal orbital. `completeness` substitutes these overlaps, replaces lower-triangular entries by upper ones, and closes with the trace relations `t` and `t'`, which is the rewriting of the diagonal terms above.

`toBondP_spec` moves $R^T$ across the dot product until $RR^T$ appears. In `toBondD_spec`, the step `tr` is cyclicity of the trace through `trace_mul_cycle`, `e` turns the Frobenius product into $\operatorname{tr}(A^TB)$, and `h` regroups the product so that `R * Rᵀ` stands in the middle. Its third part is the identity for the third column.

`Epd_eq` rewrites the overlaps as third-column entries and uses `hdot`, the preserved dot product of $p$ and $Du$ split into three terms, to eliminate the two transverse terms. `Edd_eq` does the same with $Du$ and $D'u$, and the term `(-Vd) * hc` in its last step is the replacement of the $\delta$ channel by the full overlap minus $\sigma$ and $\pi$.

In `slaterKoster_xy`, `hn` is $l^2+m^2+n^2=1$, obtained through `mul_eq_one_comm`, and `hw` is the vector $d_{xy}u$. The relation `hn` enters only as `Vd * hn`, matching its single use in the $\delta$ coefficient, and `h6` factors $\sqrt6=\sqrt2\sqrt3$ for the p-d $\sigma$ term. `inversion` rests on `hp` and `hd`, the sign change of $q$ and the invariance of $B$. `frame_witness` verifies that `obliqueFrame`, the matrix of the numerical instance, is orthogonal with third column $(\tfrac23,\tfrac23,\tfrac13)$.
